# Virial ratio under uniform scaling with radial core potentials

Fix real numbers \(T\) (kinetic energy) and \(U\) (Coulombic energy), finite sets of channels \(l\) and sample points \(i\), real weights \(p_{li}\), radii \(r_i>0\), and channel potentials \(V_l\) differentiable on \((0,\infty)\). For a scale factor \(s\) the scaled energy is \(E(s)=s^2T+sU+\sum_{l,i}p_{li}V_l(r_i/s)\), the total potential energy is \(V_{\rm tot}=U+\sum_{l,i}p_{li}V_l(r_i)\), the correction function of a radial potential \(W\) is \(C_W(r)=W(r)+rW'(r)\), and its weighted sum over the data is \(\langle C\rangle=\sum_{l,i}p_{li}C_{V_l}(r_i)\).

```lean
import Mathlib

open Set Topology

namespace EcpVirial

noncomputable section

variable {L I : Type*} [Fintype L] [Fintype I]

/-- Energy after uniform scaling of the coordinates by `s`: kinetic energy `T`, Coulombic
energy `U`, and channel potentials `V l` sampled at radii `r i` with weights `p l i`. -/
def scaledEnergy (T U : ℝ) (p : L → I → ℝ) (r : I → ℝ) (V : L → ℝ → ℝ) (s : ℝ) : ℝ :=
  s ^ 2 * T + s * U + ∑ l, ∑ i, p l i * V l (r i / s)

/-- Total potential energy of the unscaled state: Coulombic part plus core-potential part. -/
def potentialEnergy (U : ℝ) (p : L → I → ℝ) (r : I → ℝ) (V : L → ℝ → ℝ) : ℝ :=
  U + ∑ l, ∑ i, p l i * V l (r i)

/-- The correction function `W(r) + r W'(r)` of a radial potential `W`. -/
def correction (W : ℝ → ℝ) (x : ℝ) : ℝ := W x + x * deriv W x

/-- The weighted sum `⟨V_l + r V_l'⟩` of the correction functions over channels and radii. -/
def meanCorrection (p : L → I → ℝ) (r : I → ℝ) (V : L → ℝ → ℝ) : ℝ :=
  ∑ l, ∑ i, p l i * correction (V l) (r i)

/-- The radial term `A r^k exp(-a r²)` of a Gaussian-expanded core potential. -/
def gaussianTerm (A : ℝ) (k : ℤ) (a : ℝ) (x : ℝ) : ℝ := A * x ^ k * Real.exp (-a * x ^ 2)

/-- For positive radii and channel potentials differentiable on `(0, ∞)`, at every scale
`s > 0` the scaled energy has the derivative
`2 s T + U - ∑ p (r / s²) V_l'(r / s)`. -/
theorem hasDerivAt_scaledEnergy (T U : ℝ) {p : L → I → ℝ} {r : I → ℝ} {V : L → ℝ → ℝ}
    (hr : ∀ i, 0 < r i) (hV : ∀ l, DifferentiableOn ℝ (V l) (Ioi 0)) {s : ℝ} (hs : 0 < s) :
    HasDerivAt (scaledEnergy T U p r V)
      (2 * s * T + U - ∑ l, ∑ i, p l i * (r i / s ^ 2 * deriv (V l) (r i / s))) s := by
  -- chain rule for each sampled term
  have h1 : ∀ l i, HasDerivAt (fun t => p l i * V l (r i / t))
      (-(p l i * (r i / s ^ 2 * deriv (V l) (r i / s)))) s := by
    intro l i
    have hin : HasDerivAt (fun t => r i / t) (-(r i / s ^ 2)) s :=
      ((hasDerivAt_const s (r i)).fun_div (hasDerivAt_id' s) hs.ne').congr_deriv
        (by ring1)
    have ho : HasDerivAt (V l) (deriv (V l) (r i / s)) (r i / s) :=
      ((hV l).differentiableAt (Ioi_mem_nhds (div_pos (hr i) hs))).hasDerivAt
    have hc : HasDerivAt (V l ∘ fun t => r i / t)
        (deriv (V l) (r i / s) * -(r i / s ^ 2)) s := by
      exact ho.comp s hin
    have hm := hc.const_mul (p l i)
    exact hm.congr_deriv (by ring)
  have h2 : HasDerivAt (fun t => ∑ l, ∑ i, p l i * V l (r i / t))
      (∑ l, ∑ i, -(p l i * (r i / s ^ 2 * deriv (V l) (r i / s)))) s :=
    HasDerivAt.fun_sum fun l _ => HasDerivAt.fun_sum fun i _ => h1 l i
  have h3 : HasDerivAt (fun t => t ^ 2 * T + t * U) (2 * s * T + U) s :=
    (((hasDerivAt_pow 2 s).mul_const T).fun_add ((hasDerivAt_id' s).mul_const U)).congr_deriv
      (by simp)
  have h4 := h3.fun_add h2
  exact h4.congr_deriv (by simp only [Finset.sum_neg_distrib, sub_eq_add_neg])

/-- For positive radii and channel potentials differentiable on `(0, ∞)`, the slope of the
scaled energy at `s = 1` is `2 T + V_tot - ⟨V_l + r V_l'⟩`, with `V_tot` the total
potential energy. -/
theorem deriv_scaledEnergy_one (T U : ℝ) {p : L → I → ℝ} {r : I → ℝ} {V : L → ℝ → ℝ}
    (hr : ∀ i, 0 < r i) (hV : ∀ l, DifferentiableOn ℝ (V l) (Ioi 0)) :
    deriv (scaledEnergy T U p r V) 1
      = 2 * T + potentialEnergy U p r V - meanCorrection p r V := by
  rw [(hasDerivAt_scaledEnergy T U hr hV one_pos).deriv]
  simp only [potentialEnergy, meanCorrection, correction, mul_add, Finset.sum_add_distrib,
    div_one, one_pow, mul_one]
  ring

/-- Virial relation with core potentials: for `T > 0` the scaled energy is stationary at `s = 1`
exactly when `-V_tot / T = 2 - ⟨V_l + r V_l'⟩ / T`, with `V_tot` the total potential energy
(positive radii, channel potentials differentiable on `(0, ∞)`). -/
theorem virial_ratio {T : ℝ} (U : ℝ) {p : L → I → ℝ} {r : I → ℝ} {V : L → ℝ → ℝ}
    (hT : 0 < T) (hr : ∀ i, 0 < r i) (hV : ∀ l, DifferentiableOn ℝ (V l) (Ioi 0)) :
    deriv (scaledEnergy T U p r V) 1 = 0 ↔
      -potentialEnergy U p r V / T = 2 - meanCorrection p r V / T := by
  rw [deriv_scaledEnergy_one T U hr hV, eq_sub_iff_add_eq, ← add_div, div_eq_iff hT.ne']
  constructor <;> intro h <;> linarith

/-- At a point where `W` is differentiable, the correction function of `W` is the derivative
of `r W(r)`. -/
theorem hasDerivAt_radius_mul {W : ℝ → ℝ} {x : ℝ} (hW : DifferentiableAt ℝ W x) :
    HasDerivAt (fun y => y * W y) (correction W x) x :=
  ((hasDerivAt_id' x).fun_mul hW.hasDerivAt).congr_deriv (by simp [correction])

/-- The correction function of a differentiable radial potential vanishes on `(0, ∞)` exactly
when the potential is `c / r` there for some constant `c`. -/
theorem correction_eq_zero_iff {W : ℝ → ℝ} (hW : DifferentiableOn ℝ W (Ioi 0)) :
    (∀ x, 0 < x → correction W x = 0) ↔ ∃ c : ℝ, ∀ x, 0 < x → W x = c / x := by
  have hd : ∀ x, 0 < x → HasDerivAt (fun y => y * W y) (correction W x) x :=
    fun x hx => hasDerivAt_radius_mul (hW.differentiableAt (Ioi_mem_nhds hx))
  constructor
  · intro h
    -- with r = exp t, the product r W(r) has zero derivative on the whole line
    have hg : ∀ t, HasDerivAt ((fun y => y * W y) ∘ Real.exp) 0 t := fun t =>
      ((hd _ (Real.exp_pos t)).comp t (Real.hasDerivAt_exp t)).congr_deriv
        (by rw [h _ (Real.exp_pos t), zero_mul])
    refine ⟨W 1, fun x hx => ?_⟩
    have hc := is_const_of_deriv_eq_zero (fun t => (hg t).differentiableAt)
      (fun t => (hg t).deriv) (Real.log x) 0
    simp only [Function.comp_apply, Real.exp_log hx, Real.exp_zero, one_mul] at hc
    rw [eq_div_iff hx.ne']
    linarith
  · rintro ⟨c, hc⟩ x hx
    -- r W(r) is constant near x
    have he : (fun y => y * W y) =ᶠ[𝓝 x] fun _ => c := by
      filter_upwards [Ioi_mem_nhds hx] with y hy
      have hy0 : y ≠ 0 := (mem_Ioi.mp hy).ne'
      rw [hc y hy]
      field_simp
    exact (hd x hx).unique ((hasDerivAt_const x c).congr_of_eventuallyEq he)

/-- For channel potentials differentiable on `(0, ∞)` and at least one sample point, the ratio
`-V_tot / T`, with `V_tot` the total potential energy, equals `2` for all stationary data (`T > 0`, non-negative weights,
positive radii) exactly when every channel potential has the form `c / r` on `(0, ∞)`. -/
theorem ratio_two_iff_coulomb [Nonempty I] {V : L → ℝ → ℝ}
    (hV : ∀ l, DifferentiableOn ℝ (V l) (Ioi 0)) :
    (∀ (T U : ℝ) (p : L → I → ℝ) (r : I → ℝ), 0 < T → (∀ l i, 0 ≤ p l i) → (∀ i, 0 < r i) →
        deriv (scaledEnergy T U p r V) 1 = 0 → -potentialEnergy U p r V / T = 2) ↔
      ∀ l, ∃ c : ℝ, ∀ x, 0 < x → V l x = c / x := by
  classical
  constructor
  · intro h l
    -- any weights and radii are made stationary by a choice of U
    have key : ∀ (p : L → I → ℝ) (r : I → ℝ), (∀ l i, 0 ≤ p l i) → (∀ i, 0 < r i) →
        meanCorrection p r V = 0 := by
      intro p r hp hr
      have hs : deriv (scaledEnergy 1 (meanCorrection p r V - 2 - potentialEnergy 0 p r V)
          p r V) 1 = 0 := by
        rw [deriv_scaledEnergy_one _ _ hr hV]
        unfold potentialEnergy
        ring
      have h1 := h _ _ _ _ one_pos hp hr hs
      have h2 := (virial_ratio _ one_pos hr hV).mp hs
      linarith
    refine (correction_eq_zero_iff (hV l)).mp fun x hx => ?_
    -- all weight in channel l, all radii equal to x
    have h0 := key (fun l' _ => if l' = l then 1 else 0) (fun _ => x)
      (by intro a b; by_cases hab : a = l <;> simp [hab]) (fun _ => hx)
    have hC : meanCorrection (fun l' (_ : I) => if l' = l then (1 : ℝ) else 0) (fun _ => x) V
        = (Fintype.card I : ℝ) * correction (V l) x := by
      unfold meanCorrection
      rw [Finset.sum_eq_single l]
      · simp
      · intro b _ hb
        simp [hb]
      · simp
    rw [hC] at h0
    exact (mul_eq_zero.mp h0).resolve_left (Nat.cast_ne_zero.mpr Fintype.card_ne_zero)
  · intro h T U p r hT _ hr hs
    have hC : meanCorrection p r V = 0 :=
      Finset.sum_eq_zero fun l _ => Finset.sum_eq_zero fun i _ => by
        rw [(correction_eq_zero_iff (hV l)).mpr (h l) _ (hr i), mul_zero]
    rw [(virial_ratio U hT hr hV).mp hs, hC, zero_div, sub_zero]

/-- At `r > 0` the term `A r^k exp(-a r²)` is differentiable, and its correction function is
the term itself times `k + 1 - 2 a r²`. -/
theorem correction_gaussianTerm (A : ℝ) (k : ℤ) (a : ℝ) {x : ℝ} (hx : 0 < x) :
    DifferentiableAt ℝ (gaussianTerm A k a) x ∧
      correction (gaussianTerm A k a) x = gaussianTerm A k a x * (k + 1 - 2 * a * x ^ 2) := by
  have h1 := (hasDerivAt_zpow k x (Or.inl hx.ne')).const_mul A
  have h2 : HasDerivAt (fun y : ℝ => Real.exp (-a * y ^ 2))
      (Real.exp (-a * x ^ 2) * (-a * (2 * x))) x :=
    (((hasDerivAt_pow 2 x).const_mul (-a)).exp).congr_deriv
      (by norm_num)
  have h3 : HasDerivAt (gaussianTerm A k a)
      (A * ((k : ℝ) * x ^ (k - 1)) * Real.exp (-a * x ^ 2)
        + A * x ^ k * (Real.exp (-a * x ^ 2) * (-a * (2 * x)))) x := h1.fun_mul h2
  refine ⟨h3.differentiableAt, ?_⟩
  have hinv : x * x⁻¹ = 1 := mul_inv_cancel₀ hx.ne'
  rw [correction, h3.deriv, zpow_sub_one₀ hx.ne']
  simp only [gaussianTerm]
  linear_combination (A * k * x ^ k * Real.exp (-a * x ^ 2)) * hinv

/-- One channel `exp(-r²)` sampled at `r = 1` with unit weight, `T = 1` and `U = -2 - 2/e`:
the scaled energy is stationary at `s = 1` and `-V_tot / T = 2 + 1/e`, with `V_tot` the total
potential energy. -/
theorem virial_ratio_witness :
    DifferentiableOn ℝ (gaussianTerm 1 0 1) (Ioi 0) ∧
    deriv (scaledEnergy 1 (-2 - 2 * Real.exp (-1)) (fun (_ _ : Fin 1) => 1) (fun _ => 1)
      (fun _ => gaussianTerm 1 0 1)) 1 = 0 ∧
    -potentialEnergy (-2 - 2 * Real.exp (-1)) (fun (_ _ : Fin 1) => 1) (fun _ => 1)
      (fun _ => gaussianTerm 1 0 1) / 1 = 2 + Real.exp (-1) := by
  have hV : DifferentiableOn ℝ (gaussianTerm 1 0 1) (Ioi 0) :=
    fun x hx => (correction_gaussianTerm 1 0 1 (mem_Ioi.mp hx)).1.differentiableWithinAt
  have hg : gaussianTerm 1 0 1 1 = Real.exp (-1) := by simp [gaussianTerm]
  have hc : correction (gaussianTerm 1 0 1) 1 = -Real.exp (-1) := by
    rw [(correction_gaussianTerm 1 0 1 one_pos).2, hg]
    push_cast
    ring
  refine ⟨hV, ?_, ?_⟩
  · rw [deriv_scaledEnergy_one (r := fun _ : Fin 1 => (1 : ℝ))
      (V := fun _ : Fin 1 => gaussianTerm 1 0 1) _ _ (fun _ => one_pos) (fun _ => hV)]
    simp only [potentialEnergy, meanCorrection, Fin.sum_univ_one, hg, hc]
    ring
  · simp only [potentialEnergy, Fin.sum_univ_one, hg]
    ring

end

end EcpVirial
```

```lean
#print axioms EcpVirial.virial_ratio
-- 'EcpVirial.virial_ratio' depends on axioms: [propext, Classical.choice, Quot.sound]
#print axioms EcpVirial.ratio_two_iff_coulomb
-- 'EcpVirial.ratio_two_iff_coulomb' depends on axioms: [propext, Classical.choice, Quot.sound]
```

## The physics in the definitions

For \(N\) electrons with coordinates \(x\) around one centre, the rescaled wave function \(\psi_s(x)=s^{3N/2}\psi(sx)\) has the norm of \(\psi\), and \(s>1\) contracts it. The kinetic energy becomes \(s^2T\) and every Coulomb term is multiplied by \(s\). A semilocal core potential multiplies the angular-momentum component \(l\) by \(V_l(r)\). The angular projectors are unaffected by scaling, so if \(\rho_l(r)\) is the radial density in channel \(l\), the core energy becomes \(\int\rho_l(r)V_l(r/s)\,dr\). Replacing the integral by points \(r_i\) and weights \(p_{li}\) gives `scaledEnergy`.

This scaling law enters as a definition; no wave function or projector occurs in the file, and `T`, `U`, `p`, `r` are independent data. The types `L` and `I` index channels and points. The Lean variable `V` is the family \(V_l\), while \(V_{\rm tot}\) is `potentialEnergy U p r V`, \(C_W\) is `correction W`, and \(\langle C\rangle\) is `meanCorrection p r V`. The weights are not normalised, so \(\langle C\rangle\) is a sum and is an average only when the weights add up to one. Differentiability on \((0,\infty)\) is `DifferentiableOn ℝ (V l) (Ioi 0)`; nothing is asked at \(r\le 0\), so potentials singular at the origin are allowed.

## The slope and the ratio

For \(s>0\), \(\frac{d}{ds}(r_i/s)=-r_i/s^2\), and the chain rule gives
\[
E'(s)=2sT+U-\sum_{l,i}p_{li}\,\frac{r_i}{s^2}\,V_l'(r_i/s).
\]
This is `hasDerivAt_scaledEnergy`. There `hin` is the inner derivative, `ho` the outer one at the positive point \(r_i/s\), `h1` the weighted term, `h2` the double sum and `h3` the polynomial part. Lean's `deriv` returns zero where no derivative exists, but the conclusion is a `HasDerivAt`, so under the hypotheses a vanishing `deriv` at \(s=1\) means a true stationary point.

Setting \(s=1\), then adding and subtracting \(\sum p_{li}V_l(r_i)\),
\[
E'(1)=2T+\Big(U+\sum_{l,i}p_{li}V_l(r_i)\Big)-\sum_{l,i}p_{li}\big[V_l(r_i)+r_iV_l'(r_i)\big]=2T+V_{\rm tot}-\langle C\rangle,
\]
which is `deriv_scaledEnergy_one`. For \(T>0\), dividing by \(T\) gives the equivalence `virial_ratio`:
\[
E'(1)=0\iff-\frac{V_{\rm tot}}{T}=2-\frac{\langle C\rangle}{T}.
\]
The proof clears the denominator with `div_eq_iff`, after which both directions are linear. The weights may have either sign. In the quantum virial theorem stationarity is deduced from \(\psi\) being an eigenstate or being optimised with respect to scale, whereas here \(E'(1)=0\) is simply one side of an equivalence between numbers. Within this one-parameter, finitely sampled, single-centre model, data that are stationary under scaling have the ratio \(-V_{\rm tot}/T=2-\langle C\rangle/T\), which differs from the purely Coulombic value 2 whenever \(\langle C\rangle\neq0\).

## When the correction vanishes

The product rule gives \(\frac{d}{dr}\,[rW(r)]=W+rW'=C_W(r)\) wherever \(W\) is differentiable; this is `hasDerivAt_radius_mul`. The theorem `correction_eq_zero_iff` states that, for \(W\) differentiable on \((0,\infty)\), \(C_W\) vanishes there exactly when \(W(r)=c/r\) for all \(r>0\) with some real constant \(c\), zero included.

Suppose \(C_W=0\). For real \(t\) put \(g(t)=e^tW(e^t)\). Then \(g'(t)=C_W(e^t)\,e^t=0\) on the whole line (`hg`), so \(g\) is constant by `is_const_of_deriv_eq_zero`. Comparing \(t=\ln r\) with \(t=0\) gives \(rW(r)=W(1)\), so \(c=W(1)\). Conversely, if \(W=c/r\), then \(rW\) equals \(c\) near any positive point (`he`). Its derivative is both \(0\) and \(C_W\), and uniqueness of derivatives gives \(C_W=0\).

The theorem `ratio_two_iff_coulomb` fixes the potentials \(V_l\) and at least one sample point. It says that the ratio is 2 for every stationary choice of \(T>0\), real \(U\), \(p_{li}\ge0\) and \(r_i>0\) exactly when each channel is \(c_l/r\) with its own constant \(c_l\). From right to left, every term of \(\langle C\rangle\) is zero and `virial_ratio` returns 2. From left to right, step `key` takes arbitrary admissible weights and radii, sets \(T=1\) and \(U=\langle C\rangle-2-\sum p_{li}V_l(r_i)\), so that \(E'(1)=0\). The ratio is then both \(2\) and \(2-\langle C\rangle\), hence \(\langle C\rangle=0\). Giving weight 1 to all points of one channel \(l\), weight 0 to the others, and setting every radius to \(x>0\) yields \(|I|\,C_{V_l}(x)=0\), with \(|I|\ge1\) the number of points. The argument uses the freedom to choose \(U\) at will, so the statement ranges over data sets and not over the states of a given Hamiltonian.

## Gaussian terms and a numerical instance

For \(G(r)=Ar^ke^{-ar^2}\) with real \(A,a\) and integer \(k\) (`gaussianTerm A k a`), at \(r>0\),
\[
G'=Akr^{k-1}e^{-ar^2}-2aAr^{k+1}e^{-ar^2},\qquad C_G=G+rG'=G\,(k+1-2ar^2).
\]
In `correction_gaussianTerm`, `h1` and `h2` differentiate the two factors, `h3` is the product rule, and the closing `linear_combination` uses \(r\cdot r^{-1}=1\) to turn \(r\cdot r^{k-1}\) into \(r^k\). No sign of \(a\) is assumed.

In `virial_ratio_witness` there is one channel \(e^{-r^2}\), one point \(r=1\) with weight 1, \(T=1\) and \(U=-2-2/e\). The channel value is \(1/e\approx0.368\) and the correction is \((1/e)(0+1-2)=-1/e\). Then \(V_{\rm tot}=-2-2/e+1/e=-2-1/e\), the slope is \(E'(1)=2+(-2-1/e)+1/e=0\), and \(-V_{\rm tot}/T=2+1/e\approx2.368\), which agrees with \(2-\langle C\rangle/T\).

## Limits, neighbours and another model

The observations below are pencil consequences of the formulas and are not theorems of the file.

With no channels or no points the sums are empty, and `virial_ratio` reads \(2T+U=0\iff-U/T=2\), the purely Coulombic ratio. With no points the ratio is therefore 2 for all stationary data whatever the \(V_l\), which is the reason for `[Nonempty I]` in `ratio_two_iff_coulomb`. A single data set can also have ratio 2 without a Coulombic channel: for \(k=0\), \(a>0\) and one point at \(r^2=1/(2a)\) the correction is zero.

At a stationary point \(E(1)=T+V_{\rm tot}=-T+\langle C\rangle\). For \(a=0\) the Gaussian formula gives \(C_G=(k+1)G\) for a pure power. At \(k=-1\) this is the Coulomb case. At \(k=2\), with \(U=0\) and all channels quadratic, \(\langle C\rangle=3V_{\rm tot}\), and stationarity \(2T+V_{\rm tot}-3V_{\rm tot}=0\) gives \(T=V_{\rm tot}\), the equipartition of the harmonic oscillator.

The channel densities could have been modelled as measures on \((0,\infty)\), with integrals in place of the sums over \(i\). The formulas would keep their form, with the slope obtained by differentiating under the integral sign; a sufficient condition for this is that each \(V_l\) be integrable and that \(|rV_l'(r/s)|\) be bounded, for all \(s\) near 1, by one integrable function of \(r\). The theorem `correction_eq_zero_iff` involves no weights and would be unchanged.
